# With a dominant eigenvalue L of a real symmetric transfer matrix, a film's N-step partition function is its L^N term up to an error of at most C(qL)^N, where 0 < q < 1

A film with `N` transfer steps between surfaces described by arbitrary real vectors `a` and `b` has the partition function a·(T^N b), where the transfer matrix `T` is finite, real and symmetric. Its eigenvalue `L` is positive and simple, has the unit eigenvector `v`, and strictly exceeds every other eigenvalue in modulus. The lemma `partitionFunction_asymptotics` states that the partition function differs from L^N (a·v)(b·v) by at most C(qL)^N for every `N`, with constants `C` and 0 < q < 1 that do not depend on `N`. The proof removes from `b` its component along `v` and expands what the remainder contributes in eigenvectors of `T`. Those with eigenvalue `L` contribute nothing, and the others are bounded using a common ratio `q`.

This version doesn't compile in Lean 4 with Mathlib:

```lean
import Mathlib

open Matrix Filter Topology

namespace PartitionFunctionAsymptotics

noncomputable section

variable {n : Type*} [Fintype n] [DecidableEq n]

/-- The layer transfer matrix `T` is real symmetric, and `L > 0` is a simple eigenvalue with
unit eigenvector `v` that strictly exceeds every other eigenvalue in modulus. -/
structure IsDominant (T : Matrix n n ℝ) (L : ℝ) (v : n → ℝ) : Prop where
  symm : T.IsSymm
  pos : 0 < L
  unit : v ⬝ᵥ v = 1
  eigen : T *ᵥ v = L • v
  simple : ∀ w, T *ᵥ w = L • w → ∃ c : ℝ, w = c • v
  dominant : ∀ (μ : ℝ) (w : n → ℝ), w ≠ 0 → T *ᵥ w = μ • w → μ ≠ L → |μ| < L

/-- Partition function of a film with `N` transfer steps between the surfaces `a` and `b`. -/
def partitionFunction (T : Matrix n n ℝ) (a b : n → ℝ) (N : ℕ) : ℝ :=
  a ⬝ᵥ (T ^ N *ᵥ b)

/-- Adding `N` layers multiplies an eigenvector of the transfer matrix by the `N`-th power of
its eigenvalue. -/
theorem pow_mulVec_eigen {T : Matrix n n ℝ} {μ : ℝ} {w : n → ℝ} (h : T *ᵥ w = μ • w)
    (N : ℕ) : T ^ N *ᵥ w = μ ^ N • w := by
  induction N with
  | zero => simp
  | succ N ih =>
    rw [pow_succ, ← Matrix.mulVec_mulVec, h, Matrix.mulVec_smul, ih, smul_smul, pow_succ,
      mul_comm]

/-- For a symmetric transfer matrix the partition function is a sum over eigenvectors, each
weighted by a power of its eigenvalue and by its overlaps with the two surfaces. -/
theorem spectral_expansion {T : Matrix n n ℝ} (hT : T.IsSymm) :
    ∃ (e : n → ℝ) (φ : n → n → ℝ), (∀ i, φ i ≠ 0 ∧ T *ᵥ φ i = e i • φ i) ∧
      ∀ a b N, partitionFunction T a b N = ∑ i, e i ^ N * ((a ⬝ᵥ φ i) * (φ i ⬝ᵥ b)) := by
  have hH : T.IsHermitian := (Matrix.conjTranspose_eq_transpose_of_trivial T).trans hT
  have hin : ∀ x y : EuclideanSpace ℝ n, inner ℝ x y = x.ofLp ⬝ᵥ y.ofLp := by
    intro x y
    simp [PiLp.inner_apply, dotProduct, mul_comm]
  have heig : ∀ i, T *ᵥ (hH.eigenvectorBasis i).ofLp
      = hH.eigenvalues i • (hH.eigenvectorBasis i).ofLp := fun i =>
    hH.mulVec_eigenvectorBasis i
  refine ⟨hH.eigenvalues, fun i => (hH.eigenvectorBasis i).ofLp,
    fun i => ⟨fun h0 => ?_, heig i⟩, fun a b N => ?_⟩
  · apply hH.eigenvectorBasis.orthonormal.ne_zero i
    ext j
    exact congrFun h0 j
  · -- insert the complete set of eigenvectors to the left of `T ^ N`
    have hs := hH.eigenvectorBasis.sum_inner_mul_inner
      (WithLp.toLp 2 a) (WithLp.toLp 2 (T ^ N *ᵥ b))
    simp only [hin] at hs
    rw [partitionFunction, ← hs]
    refine Finset.sum_congr rfl fun i _ => ?_
    have hp : (T ^ N)ᵀ = T ^ N := by rw [Matrix.transpose_pow, hT.eq]
    rw [Matrix.dotProduct_mulVec, ← Matrix.mulVec_transpose, hp,
      pow_mulVec_eigen (heig i), smul_dotProduct, smul_eq_mul]
    ring

/-- Finitely many numbers below one have a common positive bound below one. -/
theorem exists_uniform_ratio (f : n → ℝ) (hf : ∀ i, f i < 1) :
    ∃ q : ℝ, 0 < q ∧ q < 1 ∧ ∀ i, f i ≤ q := by
  have key : ∀ s : Finset n, ∃ q : ℝ, 0 < q ∧ q < 1 ∧ ∀ i ∈ s, f i ≤ q := by
    intro s
    induction s using Finset.induction_on with
    | empty => exact ⟨1 / 2, by norm_num, by norm_num, by simp⟩
    | insert a s ha ih =>
      obtain ⟨q, h0, h1, hq⟩ := ih
      refine ⟨max q (f a), lt_max_of_lt_left h0, max_lt h1 (hf a), fun i hi => ?_⟩
      rcases Finset.mem_insert.1 hi with rfl | hi
      · exact le_max_right _ _
      · exact (hq i hi).trans (le_max_left _ _)
  obtain ⟨q, h0, h1, hq⟩ := key Finset.univ
  exact ⟨q, h0, h1, fun i => hq i (Finset.mem_univ i)⟩

/-- With a dominant eigenvalue `L`, the partition function is `L ^ N` times the overlaps of the two
surfaces with `v`, up to an error of at most `C * (q * L) ^ N`, where `0 < q < 1`. -/
theorem partitionFunction_asymptotics {T : Matrix n n ℝ} {L : ℝ} {v : n → ℝ}
    (h : IsDominant T L v) (a b : n → ℝ) :
    ∃ q C : ℝ, 0 < q ∧ q < 1 ∧ ∀ N,
      |partitionFunction T a b N - L ^ N * ((a ⬝ᵥ v) * (b ⬝ᵥ v))| ≤ C * (q * L) ^ N := by
  obtain ⟨e, φ, hφ, hsum⟩ := spectral_expansion h.symm
  obtain ⟨q, hq0, hq1, hq⟩ := exists_uniform_ratio
    (fun i => if |e i| < L then |e i| / L else 0) (by
      intro i
      dsimp only
      split_ifs with hi
      · exact (div_lt_one h.pos).2 hi
      · exact one_pos)
  -- remove from `b` its component along `v`
  obtain ⟨w, hw⟩ : ∃ w, w = b - (b ⬝ᵥ v) • v := ⟨_, rfl⟩
  have hvw : v ⬝ᵥ w = 0 := by
    rw [hw, dotProduct_sub, dotProduct_smul, h.unit, dotProduct_comm v b]
    simp
  have hsplit : ∀ N, partitionFunction T a b N - L ^ N * ((a ⬝ᵥ v) * (b ⬝ᵥ v))
      = partitionFunction T a w N := by
    intro N
    simp only [partitionFunction, hw, Matrix.mulVec_sub, Matrix.mulVec_smul,
      pow_mulVec_eigen h.eigen, dotProduct_sub, dotProduct_smul, smul_eq_mul]
    ring
  refine ⟨q, ∑ i, |(a ⬝ᵥ φ i) * (φ i ⬝ᵥ w)|, hq0, hq1, fun N => ?_⟩
  rw [hsplit, hsum, Finset.sum_mul]
  refine (Finset.abs_sum_le_sum_abs _ _).trans (Finset.sum_le_sum fun i _ => ?_)
  rw [abs_mul (e i ^ N), abs_pow, mul_comm (|e i| ^ N)]
  by_cases hi : e i = L
  · -- an eigenvector with eigenvalue `L` is parallel to `v` and does not see `w`
    obtain ⟨c, hc⟩ := h.simple (φ i) (by rw [(hφ i).2, hi])
    have h0 : φ i ⬝ᵥ w = 0 := by rw [hc, smul_dotProduct, hvw, smul_zero]
    rw [h0]
    simp
  · have hlt := h.dominant (e i) (φ i) (hφ i).1 (hφ i).2 hi
    have h1 := hq i
    simp only [if_pos hlt] at h1
    rw [div_le_iff₀ h.pos] at h1
    gcongr

end

end PartitionFunctionAsymptotics
```

Messages:

```
Main.lean:89:6: error: `dsimp` made no progress
```

Cause. The message says that `dsimp only` found nothing to simplify, which Lean treats as an error. The call stands in the proof that every value of the function passed to `exists_uniform_ratio` is below one. It would have been of use if the goal still showed that `fun` applied to `i`, since `dsimp only` would then have put `i` into the function's body. But Lean had already done this when it substituted the function for `f` in the hypothesis `∀ i, f i < 1`. After `intro i` the goal is therefore already `(if |e i| < L then |e i| / L else 0) < 1`, and `dsimp only` has no work left.

The diff deletes that line. `split_ifs` can act on the `if` as it stands, and the two cases that follow, `|e i| / L < 1` and `0 < 1`, are proved as before.

The repair, with which the file compiles:

```diff
@@ -87,5 +87,4 @@
     (fun i => if |e i| < L then |e i| / L else 0) (by
       intro i
-      dsimp only
       split_ifs with hi
       · exact (div_lt_one h.pos).2 hi
```
